# The minimum number of adjacent swaps for reordering orbitals on a line

A reordering of $n$ orbitals is described here by where each orbital goes: $g(i)$ is the new site of the orbital that stood at site $i$. The sites are numbered $0,\dots,n-1$, and $g$ is a bijection of them, in Lean an element of `Perm (Fin n)`. Products are compositions with the right factor acting first, so $gs$ means "first $s$, then $g$".

```lean
import Mathlib

open Equiv

namespace OrbitalReordering

variable {n : ℕ}
```

An inversion of $g$ is a pair of sites $i<j$ with $g(j)<g(i)$: two orbitals whose order on the line is reversed. The set of these pairs is `inversionSet g`.

```lean
/-- The pairs of orbitals `i < j` whose order on the line is reversed by `g`. -/
def inversionSet (g : Perm (Fin n)) : Finset (Fin n × Fin n) :=
  Finset.univ.filter fun p => p.1 < p.2 ∧ g p.2 < g p.1
```

Their number is written $\operatorname{inv}(g)$ below.

```lean
/-- The number of inversions of the orbital reordering `g`. -/
def inversions (g : Perm (Fin n)) : ℕ := (inversionSet g).card
```

An adjacent swap exchanges the contents of sites $i$ and $j=i+1$. Below, $s$ denotes this swap, `swap i j` in the code.

```lean
/-- A swap of two neighbouring sites `i` and `i + 1` of the line. -/
def IsAdjacentSwap (s : Perm (Fin n)) : Prop :=
  ∃ i j : Fin n, (i : ℕ) + 1 = j ∧ s = swap i j
```

A list of adjacent swaps whose product is $g$ carries out the reordering, and its cost is the number of swaps in it. In a fermionic circuit where only neighbouring orbitals can be exchanged, this is the number of fermionic swap gates spent on reordering alone, each at unit cost; swaps done in parallel still count separately, so it is not the circuit depth. In the Jordan–Wigner encoding, with one spin orbital on each site, such a gate exchanges two neighbouring qubits and also gives a factor $-1$ when both are occupied, which an ordinary qubit swap does not.

## (a) Pairs that a neighbour swap leaves in order

Let $j=i+1$, $a<b$ and $(a,b)\neq(i,j)$. Show that
$$s(a)<s(b).$$

If neither $a$ nor $b$ lies in $\{i,j\}$, nothing moves. The other cases are:

- $a=i$: then $b>i$ and $b\ne j$, so $b>j$ and $s(a)=j<b=s(b)$.
- $a=j$: then $b>j$, so $s(a)=i<b=s(b)$.
- $b=i$: then $a<i$, so $s(a)=a<j=s(b)$.
- $b=j$ with $a\neq i$: then $a<i$, so $s(a)=a<i=s(b)$.

In Lean, `split_ifs` produces the cases and `omega` settles the inequalities between site numbers.

```lean
/-- A swap of neighbours keeps the order of every pair of sites except the swapped one. -/
theorem swap_lt_swap {i j a b : Fin n} (h : (i : ℕ) + 1 = j) (hab : a < b)
    (hne : ¬(a = i ∧ b = j)) : swap i j a < swap i j b := by
  simp only [Equiv.swap_apply_def, Fin.lt_def, Fin.ext_iff] at *
  split_ifs <;> omega
```

## (b) Swapping neighbours that are in order

Let $j=i+1$ and $g(i)<g(j)$. Show that
$$\operatorname{inv}(gs)=\operatorname{inv}(g)+1.$$

The pair $(i,j)$ is an inversion of $gs$, because $(gs)(j)=g(i)<g(j)=(gs)(i)$. It is not an inversion of $g$. It remains to match the other inversions of $gs$ with those of $g$, by the map $(a,b)\mapsto(s(a),s(b))$.

If $(a,b)\ne(i,j)$ is an inversion of $gs$, then $s(a)<s(b)$ by (a), and $g(s(b))<g(s(a))$, so the image is an inversion of $g$. Conversely, let $(a,b)$ be an inversion of $g$. It differs from $(i,j)$, so $s(a)<s(b)$, and $(gs)(s(b))=g(b)<g(a)=(gs)(s(a))$. The image is not $(i,j)$, since that would require $a=j$ and $b=i$, against $a<b$. As $s^2=1$, the map is its own inverse.

The code removes $(i,j)$ with `Finset.card_erase_add_one` and gives the matching to `Finset.card_nbij'`, which asks for membership in both directions and for the two inverse identities.

```lean
/-- Swapping two neighbours that `g` leaves in order, before `g` acts, raises the number of
inversions by exactly one. -/
theorem inversions_mul_swap {g : Perm (Fin n)} {i j : Fin n} (h : (i : ℕ) + 1 = j)
    (hg : g i < g j) : inversions (g * swap i j) = inversions g + 1 := by
  have hm : ∀ (f : Perm (Fin n)) (a b : Fin n),
      (a, b) ∈ inversionSet f ↔ a < b ∧ f b < f a := fun f a b =>
    ⟨fun h => (Finset.mem_filter.1 h).2, fun h => Finset.mem_filter.2 ⟨Finset.mem_univ _, h⟩⟩
  have ss : ∀ x, swap i j (swap i j x) = x := fun x => by
    rw [← Perm.mul_apply, Equiv.swap_mul_self, Perm.one_apply]
  have hmem : (i, j) ∈ inversionSet (g * swap i j) := by
    simp only [hm, Perm.mul_apply, swap_apply_left, swap_apply_right]
    exact ⟨Fin.lt_def.2 (by omega), hg⟩
  rw [inversions, ← Finset.card_erase_add_one hmem, inversions]
  congr 1
  -- apart from the new pair, the inversions correspond one to one
  refine Finset.card_nbij' (fun p => (swap i j p.1, swap i j p.2))
    (fun p => (swap i j p.1, swap i j p.2)) ?_ ?_ ?_ ?_ <;> rintro ⟨a, b⟩ hp
  · have hp' : (a, b) ∈ (inversionSet (g * swap i j)).erase (i, j) := hp
    obtain ⟨hne, hin⟩ := Finset.mem_erase.1 hp'
    have hab := (hm _ _ _).1 hin
    change (swap i j a, swap i j b) ∈ inversionSet g
    exact (hm _ _ _).2
      ⟨swap_lt_swap h hab.1 fun e => hne (Prod.ext e.1 e.2), hab.2⟩
  · have hp' := (hm g a b).1 hp
    change (swap i j a, swap i j b) ∈ (inversionSet (g * swap i j)).erase (i, j)
    refine Finset.mem_erase.2
      ⟨fun e => ?_, (hm _ _ _).2 ⟨swap_lt_swap h hp'.1 ?_, ?_⟩⟩
    · have e1 : swap i j a = i := congrArg Prod.fst e
      have e2 : swap i j b = j := congrArg Prod.snd e
      have ha := ss a
      have hb := ss b
      have hab := hp'.1
      rw [e1, swap_apply_left] at ha
      rw [e2, swap_apply_right] at hb
      rw [← ha, ← hb, Fin.lt_def] at hab
      omega
    · rintro ⟨rfl, rfl⟩
      exact lt_asymm hg hp'.2
    · simpa only [Perm.mul_apply, ss] using hp'.2
  · simp only [ss]
  · simp only [ss]
```

## (c) Swapping neighbours that are out of order

Let $j=i+1$ and $g(j)<g(i)$, which is called a descent. Show that
$$\operatorname{inv}(g)=\operatorname{inv}(gs)+1.$$

The reordering $gs$ has these neighbours in order: $(gs)(i)=g(j)<g(i)=(gs)(j)$. Apply (b) to $gs$ and use $gss=g$. The term `key` is this application.

```lean
/-- Swapping two neighbours that `g` puts out of order, before `g` acts, lowers the number of
inversions by exactly one. -/
theorem inversions_of_descent {g : Perm (Fin n)} {i j : Fin n} (h : (i : ℕ) + 1 = j)
    (hg : g j < g i) : inversions g = inversions (g * swap i j) + 1 := by
  have key := inversions_mul_swap (g := g * swap i j) h
    (by simpa only [Perm.mul_apply, swap_apply_left, swap_apply_right] using hg)
  rwa [mul_assoc, Equiv.swap_mul_self, mul_one] at key
```

## (d) Finding a descent

Let $g\neq1$. Show that there are sites $i$ and $j=i+1$ with
$$g(j)<g(i).$$

Suppose there are none. Since $g$ is injective, $g(i)<g(j)$ for all neighbours. Then $g(m)\ge m$ for every site $m$: this is clear for $m=0$, and $g(m+1)\ge g(m)+1\ge m+1$. But $g$ only permutes the sites, so $\sum_i g(i)=\sum_i i$. A sum of terms $g(i)-i\ge0$ that vanishes has only zero terms, hence $g=1$, a contradiction.

The induction is `hle`, and `Equiv.sum_comp` supplies the equality of the sums.

```lean
/-- Every reordering other than the identity puts some pair of neighbours out of order. -/
theorem exists_descent {g : Perm (Fin n)} (hg : g ≠ 1) :
    ∃ i j : Fin n, (i : ℕ) + 1 = j ∧ g j < g i := by
  by_contra hn
  have hup : ∀ i j : Fin n, (i : ℕ) + 1 = j → g i < g j := fun i j hij => by
    refine lt_of_le_of_ne (not_lt.1 fun hlt => hn ⟨i, j, hij, hlt⟩) fun e => ?_
    have hv := congrArg Fin.val (g.injective e)
    omega
  -- without a descent no orbital moves to the left
  have hle : ∀ m (hm : m < n), m ≤ (g ⟨m, hm⟩ : ℕ) := by
    intro m
    induction m with
    | zero => intro _; exact Nat.zero_le _
    | succ m ih =>
      intro hm
      have h1 := ih (by omega)
      have h2 := Fin.lt_def.1 (hup ⟨m, by omega⟩ ⟨m + 1, hm⟩ rfl)
      omega
  have hle' : ∀ i ∈ (Finset.univ : Finset (Fin n)), (i : ℕ) ≤ (g i : ℕ) :=
    fun i _ => hle i.1 i.2
  -- the sum of all positions is conserved, so no orbital moves at all
  have heq := (Finset.sum_eq_sum_iff_of_le hle').1
    (Equiv.sum_comp g (fun i : Fin n => (i : ℕ))).symm
  exact hg (Equiv.ext fun i => Fin.ext (heq i (Finset.mem_univ i)).symm)
```

## (e) Inversions created by a sequence of swaps

Let $s_1,\dots,s_k$ be adjacent swaps. Show that for every $g$
$$\operatorname{inv}(g\,s_1\cdots s_k)\le\operatorname{inv}(g)+k.$$

For $k=0$ both sides agree. For $k\geq1$, parts (b) and (c) give $\operatorname{inv}(gs_1)\le\operatorname{inv}(g)+1$, whichever way the two neighbours are ordered. The claim for the remaining $k-1$ swaps, applied to $gs_1$, adds at most $k-1$.

The Lean induction runs over the list `l` and keeps `g` general, so that it can be replaced by `g * s`.

```lean
/-- A sequence of adjacent swaps raises the number of inversions by at most its length. -/
theorem inversions_mul_prod_le (l : List (Perm (Fin n))) :
    (∀ s ∈ l, IsAdjacentSwap s) →
      ∀ g : Perm (Fin n), inversions (g * l.prod) ≤ inversions g + l.length := by
  induction l with
  | nil => intro _ g; simp
  | cons s t ih =>
    intro hl g
    obtain ⟨i, j, hij, hs⟩ := hl s (by simp)
    have h1 := ih (fun u hu => hl u (List.mem_cons_of_mem _ hu)) (g * s)
    have h2 : inversions (g * s) ≤ inversions g + 1 := by
      rw [hs]
      rcases lt_trichotomy (g i) (g j) with h | h | h
      · exact (inversions_mul_swap hij h).le
      · have hv := congrArg Fin.val (g.injective h)
        omega
      · have hd := inversions_of_descent hij h
        omega
    rw [List.prod_cons, ← mul_assoc, List.length_cons]
    omega
```

## (f) The minimum cost

Show that
$$\min\{k: g=s_1\cdots s_k \text{ with adjacent swaps } s_1,\dots,s_k\}=\operatorname{inv}(g).$$

The identity has no inversions. Part (e), started from the identity, therefore gives $\operatorname{inv}(g)\le k$ for every such product.

A product of this length is built by induction on $\operatorname{inv}(g)$. For $g=1$ take the empty list. Otherwise (d) provides a descent, and by (c) $gs$ has one inversion fewer. If $gs=s_1\cdots s_k$ with $k=\operatorname{inv}(g)-1$, then $g=s_1\cdots s_k\,s$ has the required length.

`IsLeast` states both halves: `inversions g` belongs to the set of possible lengths, and it is a lower bound of that set. The code proves them in this order, which is the reverse of the derivation above.

```lean
/-- The minimum number of adjacent swaps whose product is the reordering `g` equals
the number of inversions of `g`. -/
theorem isLeast_adjacent_swaps (g : Perm (Fin n)) :
    IsLeast {k | ∃ l : List (Perm (Fin n)),
      (∀ s ∈ l, IsAdjacentSwap s) ∧ l.prod = g ∧ l.length = k} (inversions g) := by
  have hone : inversions (1 : Perm (Fin n)) = 0 :=
    Finset.card_eq_zero.2 (Finset.filter_eq_empty_iff.2 fun p _ h => lt_asymm h.1 h.2)
  constructor
  · -- remove one descent at a time
    induction hk : inversions g using Nat.strong_induction_on generalizing g with
    | _ k ih =>
      by_cases hg : g = 1
      · have h0 : k = 0 := by rw [← hk, hg, hone]
        exact ⟨[], by simp, by simp [hg], h0.symm⟩
      · obtain ⟨i, j, hij, hd⟩ := exists_descent hg
        have hi := inversions_of_descent hij hd
        obtain ⟨l, hl, hp, hlen⟩ :=
          ih (inversions (g * swap i j)) (by omega) (g * swap i j) rfl
        refine ⟨l ++ [swap i j], fun s hs => ?_, ?_, by simp; omega⟩
        · rcases List.mem_append.1 hs with h | h
          · exact hl s h
          · exact ⟨i, j, hij, List.mem_singleton.1 h⟩
        · rw [List.prod_append, List.prod_singleton, hp, mul_assoc,
            Equiv.swap_mul_self, mul_one]
  · rintro k ⟨l, hl, hp, hlen⟩
    have h := inversions_mul_prod_le l hl 1
    rw [one_mul, hp, hone, hlen] at h
    omega
```

## (g) Inversions before and after reversal

Let $r(i)=n-1-i$ be the reversal of the line, `Fin.revPerm`. Show that
$$\operatorname{inv}(g)+\operatorname{inv}(rg)=\frac{n(n-1)}2.$$

Take sites $a<b$. Then $g(a)\neq g(b)$. If $g(b)<g(a)$, the pair is an inversion of $g$ only. If $g(a)<g(b)$, then $r(g(b))<r(g(a))$, and it is an inversion of $rg$ only. The left side thus counts every pair once. There are $j$ sites to the left of site $j$, so the number of pairs is $\sum_{j=0}^{n-1}j=n(n-1)/2$.

The steps `inner` and `pairs` count the pairs; the final case distinction shows that each contributes once.

```lean
/-- The inversions of `g` and of `g` followed by reversal add up to `n(n-1)/2`. -/
theorem inversions_add_reversed (g : Perm (Fin n)) :
    inversions g + inversions (Fin.revPerm * g) = n * (n - 1) / 2 := by
  have inner : ∀ j : Fin n, (∑ i : Fin n, if i < j then 1 else 0) = (j : ℕ) := by
    intro j
    have e : (Finset.univ.filter fun i : Fin n => i < j) = Finset.Iio j := by
      ext i
      simp
    rw [← Finset.card_filter, e, Fin.card_Iio]
  have pairs : (Finset.univ.filter fun p : Fin n × Fin n => p.1 < p.2).card
      = n * (n - 1) / 2 := by
    rw [Finset.card_filter, Fintype.sum_prod_type_right]
    simp only [inner]
    exact (Fin.sum_univ_eq_sum_range (fun i => i) n).trans (Finset.sum_range_id n)
  rw [← pairs]
  simp only [inversions, inversionSet, Finset.card_filter]
  rw [← Finset.sum_add_distrib]
  refine Finset.sum_congr rfl ?_
  -- each pair is inverted by exactly one of the two reorderings
  rintro ⟨a, b⟩ _
  have hr : (Fin.revPerm * g : Perm (Fin n)) b < (Fin.revPerm * g : Perm (Fin n)) a
      ↔ g a < g b := by
    simp only [Perm.mul_apply, Fin.revPerm_apply, Fin.rev_lt_rev]
  simp only [hr]
  by_cases hab : a < b
  · rcases lt_or_gt_of_ne (fun e => hab.ne (g.injective e) : g a ≠ g b) with h | h <;>
      simp [hab, h, lt_asymm h]
  · simp [hab]
```

## (h) The most expensive reordering

Show that for every $g$
$$\operatorname{inv}(g)\le\frac{n(n-1)}2,\qquad\text{and that}\quad \operatorname{inv}(r)=\frac{n(n-1)}2.$$

The bound follows from (g), because $\operatorname{inv}(rg)\ge0$. For the equality put $g=1$ in (g) and use $\operatorname{inv}(1)=0$, which the code reads off from (f) with the empty list. By (f), these are also statements about the minimum number of adjacent swaps.

```lean
/-- No reordering has more than `n(n-1)/2` inversions, and reversal of the line has
exactly this many. -/
theorem inversions_le_and_reversal :
    (∀ g : Perm (Fin n), inversions g ≤ n * (n - 1) / 2) ∧
      inversions (Fin.revPerm : Perm (Fin n)) = n * (n - 1) / 2 := by
  refine ⟨fun g => (Nat.le_add_right _ _).trans_eq (inversions_add_reversed g), ?_⟩
  have h0 : inversions (1 : Perm (Fin n)) ≤ 0 :=
    (isLeast_adjacent_swaps 1).2 ⟨[], by simp, by simp, rfl⟩
  have h := inversions_add_reversed (1 : Perm (Fin n))
  rw [mul_one] at h
  omega
```

## (i) The average over all reorderings

Give all $n!$ reorderings equal weight. Show that
$$\frac1{n!}\sum_g\operatorname{inv}(g)=\frac{n(n-1)}4.$$

The map $g\mapsto rg$ is a bijection of the group, so $\sum_g\operatorname{inv}(rg)=\sum_g\operatorname{inv}(g)$. Summing (g) over all $g$ gives
$$2\sum_g\operatorname{inv}(g)=n!\,\frac{n(n-1)}2,$$
and division by $2\,n!$ gives the result.

In Lean the average is a rational number; `h1` is the relabelling and `h2` the summed identity.

```lean
/-- The number of inversions, averaged over all `n!` reorderings, is `n(n-1)/4`. -/
theorem average_inversions (n : ℕ) :
    (∑ g : Perm (Fin n), (inversions g : ℚ)) / (n.factorial : ℚ)
      = (n : ℚ) * ((n : ℚ) - 1) / 4 := by
  -- composing with reversal only relabels the sum over the group
  have h1 : ∑ g : Perm (Fin n), (inversions (Fin.revPerm * g) : ℚ)
      = ∑ g : Perm (Fin n), (inversions g : ℚ) :=
    Equiv.sum_comp (Equiv.mulLeft (Fin.revPerm : Perm (Fin n))) (fun g => (inversions g : ℚ))
  have h2 : ∑ g : Perm (Fin n), ((inversions g : ℚ) + (inversions (Fin.revPerm * g) : ℚ))
      = (n.factorial : ℚ) * ((n : ℚ) * ((n : ℚ) - 1) / 2) := by
    have h3 : ∀ g : Perm (Fin n), (inversions g : ℚ) + (inversions (Fin.revPerm * g) : ℚ)
        = (n : ℚ) * ((n : ℚ) - 1) / 2 := fun g => by
      rw [← Nat.cast_add, inversions_add_reversed, ← Nat.choose_two_right,
        Nat.cast_choose_two]
    simp only [h3, Finset.sum_const, Finset.card_univ, Fintype.card_perm,
      Fintype.card_fin, nsmul_eq_mul]
  rw [Finset.sum_add_distrib, h1] at h2
  have hf : (n.factorial : ℚ) ≠ 0 := by exact_mod_cast n.factorial_ne_zero
  rw [div_eq_iff hf]
  linear_combination h2 / 2
```

## (j) Swaps of arbitrary pairs

Now any two distinct sites may be exchanged at unit cost, which is `IsSwap`. Show for $n\ge1$ that every $g$ can be written as
$$g=t_1\cdots t_k,\qquad k\le n-1,$$
with such swaps $t_1,\dots,t_k$.

Let $d$ be the number of sites that $g$ displaces. We show that $k\le\max(d-1,0)$ can be achieved, by induction on $d$. For $g=1$ take the empty list. Otherwise $d\ge2$, since a single site cannot be displaced alone. Choose $x$ with $g(x)\ne x$ and let $t$ exchange $x$ and $g(x)$. Then $tg$ fixes $x$. It also fixes every $y$ with $g(y)=y$, because such a $y$ is neither $x$ nor $g(x)$. So $tg$ displaces at most $d-1$ sites and is a product of at most $d-2$ swaps. Putting $t$ in front gives $g=t(tg)$ with at most $d-1$ swaps, and $d\le n$.

The displaced sites are `g.support`, and `Perm.card_support_swap_mul` states that their number falls. Subtraction of natural numbers stops at zero in Lean, so the theorem also includes $n=0$, with the empty list. It bounds the minimum cost from above for all $g$ and does not give its value for each one.

```lean
/-- If any two orbitals may be swapped, every reordering of `n` orbitals is a product of at most
`n - 1` swaps (of no swaps if `n = 0`). -/
theorem exists_arbitrary_swaps (g : Perm (Fin n)) :
    ∃ l : List (Perm (Fin n)), (∀ s ∈ l, s.IsSwap) ∧ l.prod = g ∧ l.length ≤ n - 1 := by
  have key : ∃ l : List (Perm (Fin n)),
      (∀ s ∈ l, s.IsSwap) ∧ l.prod = g ∧ l.length ≤ g.support.card - 1 := by
    induction hk : g.support.card using Nat.strong_induction_on generalizing g with
    | _ k ih =>
      by_cases hg : g = 1
      · exact ⟨[], by simp, by simp [hg], by simp⟩
      · have h2 := Perm.two_le_card_support_of_ne_one hg
        obtain ⟨x, hx⟩ : ∃ x, g x ≠ x := by
          by_contra hn
          exact hg (Equiv.ext fun x => Classical.byContradiction fun hx => hn ⟨x, hx⟩)
        -- one swap puts at least one displaced orbital in place
        have hlt := Perm.card_support_swap_mul hx
        obtain ⟨l, hl, hp, hlen⟩ :=
          ih (swap x (g x) * g).support.card (by omega) (swap x (g x) * g) rfl
        refine ⟨swap x (g x) :: l, fun s hs => ?_, ?_, ?_⟩
        · rcases List.mem_cons.1 hs with h | h
          · exact ⟨x, g x, hx.symm, h⟩
          · exact hl s h
        · rw [List.prod_cons, hp, ← mul_assoc, Equiv.swap_mul_self, one_mul]
        · rw [List.length_cons]
          omega
  obtain ⟨l, hl, hp, hlen⟩ := key
  have hn := (Finset.card_le_univ g.support).trans_eq (Fintype.card_fin n)
  exact ⟨l, hl, hp, by omega⟩

end OrbitalReordering
```

```lean
#print axioms OrbitalReordering.isLeast_adjacent_swaps
#print axioms OrbitalReordering.inversions_le_and_reversal
#print axioms OrbitalReordering.average_inversions
#print axioms OrbitalReordering.exists_arbitrary_swaps
```

```
'OrbitalReordering.isLeast_adjacent_swaps' depends on axioms: [propext, Classical.choice, Quot.sound]
'OrbitalReordering.inversions_le_and_reversal' depends on axioms: [propext, Classical.choice, Quot.sound]
'OrbitalReordering.average_inversions' depends on axioms: [propext, Classical.choice, Quot.sound]
'OrbitalReordering.exists_arbitrary_swaps' depends on axioms: [propext, Classical.choice, Quot.sound]
```
